# A continuous inverse mass that is negative inside a box leaves orbital energies unbounded below

In most meta-GGAs, the exchange-correlation energy per volume $e_{xc}$ depends on the kinetic-energy density $\tau=\tfrac12\sum_i|\nabla\psi_i|^2$ of the occupied orbitals $\psi_i$. In the usual generalised Kohn–Sham treatment, which varies the energy with respect to the orbitals, the orbital equation then contains $-\tfrac12\nabla\cdot(m\nabla)$, with $m=1+\partial e_{xc}/\partial\tau$ in atomic units. Where that derivative falls below $-1$, $m$ is negative. What happens to the lowest orbital energy as the basis grows?

Take one real orbital on $[0,1]$ with fixed continuous $m$ and potential $v$. Here $m$ is the *inverse* mass. An orbital is a $C^1$ function with $f(0)=f(1)=0$, and its energy is
$$E_v[f]=\int_0^1\left(\tfrac12 m f'^2+v f^2\right)dx .$$
If $m(x_0)<0$ at an interior $x_0$, normalised orbitals reach energies below every $-M$.

## Short waves under an envelope

For a $C^1$ envelope $\varphi$, put $c=\varphi\cos kx$ and $s=\varphi\sin kx$. Then
$$c'=\varphi'\cos kx-k\varphi\sin kx,\qquad s'=\varphi'\sin kx+k\varphi\cos kx .$$
The cross terms cancel in $c'^2+s'^2=\varphi'^2+k^2\varphi^2$, and $c^2+s^2=\varphi^2$. Hence
$$E_v[c]+E_v[s]=E_v[\varphi]+\tfrac{k^2}{2}A,\qquad A=\int_0^1 m\varphi^2\,dx .$$
By continuity $m<0$ near $x_0$. A bump $\varphi$ supported there, with $\varphi(x_0)=1$, gives $A<0$. Choosing $k^2=2(|E_v[\varphi]|+1)/(-A)$ makes the sum at most $-1$, so one wave has negative energy.

Apply this to $w=v+M$. The resulting $f$ is nonzero, so $N=\int_0^1 f^2\,dx>0$. From $E_v[f]+MN<0$ follows $E_v[f/\sqrt N]<-M$.

Conversely, if $m\ge0$ inside and $|v|\le K$, every normalised orbital has $E_v[f]\ge-K$.

Continuity at $x_0$ matters: for $v=0$ and $m=1$ except $m(1/2)=-1$, the energy is $\tfrac12\int_0^1 f'^2\,dx\ge0$.

## From one orbital to a growing basis

Let $E_w[f]<0$, and let $K$ bound $|m|,|w|,|f|,|f'|$ on the box. If an orbital $g$ in one of the basis spaces satisfies $|g'-f'|\le\varepsilon\le1$, integration from the wall gives $|g-f|\le\varepsilon$. Since $|b^2-a^2|=|b-a||b+a|$,
$$E_w[g]\le E_w[f]+2K\varepsilon(2K+1),$$
which is negative for small $\varepsilon$. Normalising $g$ keeps it in its space, and nested spaces retain it.

Polynomials supply such a basis. Choose a polynomial $q$ with $|q'-f'|\le\varepsilon/2$ by Weierstrass approximation and integration, and set $Q=q-q(0)-(q(1)-q(0))x$. Because $\int_0^1 f'\,dx=0$, $|q(1)-q(0)|\le\varepsilon/2$, so $|Q'-f'|\le\varepsilon$.

## Orbitals and energy in Lean

```lean
import Mathlib

open Set MeasureTheory

namespace NegativeInverseMass

noncomputable section
```

Lean's orbitals live on the whole line, but only the box enters the integrals.

```lean
/-- An orbital in the box: a real C1 function on the line that vanishes at the walls 0 and 1. -/
structure IsOrbital (f : ℝ → ℝ) : Prop where
  smooth : ContDiff ℝ 1 f
  left : f 0 = 0
  right : f 1 = 0

/-- Energy density `m f'² / 2 + v f²` with inverse mass `m` and potential `v`. -/
def density (m v f : ℝ → ℝ) (x : ℝ) : ℝ := m x * deriv f x ^ 2 / 2 + v x * f x ^ 2

/-- Energy of `f` in the box [0,1]. -/
def energy (m v f : ℝ → ℝ) : ℝ := ∫ x in (0 : ℝ)..1, density m v f x
```

`normSq` is the squared norm $N$.

```lean
/-- Integral of `f²` over the box [0,1]. -/
def normSq (f : ℝ → ℝ) : ℝ := ∫ x in (0 : ℝ)..1, f x ^ 2
```

Continuity on the closed box makes the energy density integrable.

```lean
variable {m v f : ℝ → ℝ}

/-- For continuous inverse mass and potential, the energy density of a C1 function is integrable
over the box [0,1]. -/
theorem density_integrable (hm : ContinuousOn m (Icc 0 1)) (hv : ContinuousOn v (Icc 0 1))
    (hf : ContDiff ℝ 1 f) : IntervalIntegrable (density m v f) volume 0 1 := by
  have hd := (contDiff_one_iff_deriv.1 hf).2
  exact ContinuousOn.intervalIntegrable_of_Icc zero_le_one
    (((hm.mul (hd.continuousOn.pow 2)).div_const 2).add
      (hv.mul (hf.continuous.continuousOn.pow 2)))
```

## Energies below every bound

After the product rule, `linear_combination` closes the wave identity with $\sin^2+\cos^2=1$.

```lean
/-- For continuous `m` and `v`, the cosine and sine waves of wave number `k` under a C1 envelope
`φ` have energies that add up to the energy of `φ` plus `k²/2` times the integral of `m φ²`. -/
theorem wave_energy (hm : ContinuousOn m (Icc 0 1)) (hv : ContinuousOn v (Icc 0 1))
    {φ : ℝ → ℝ} (hφ : ContDiff ℝ 1 φ) (k : ℝ) :
    energy m v (fun x => φ x * Real.cos (k * x)) + energy m v (fun x => φ x * Real.sin (k * x))
      = energy m v φ + k ^ 2 / 2 * ∫ x in (0 : ℝ)..1, m x * φ x ^ 2 := by
  have hd := (contDiff_one_iff_deriv.1 hφ).1
  have hk : ContDiff ℝ 1 (fun x : ℝ => k * x) := contDiff_const.mul contDiff_id
  have dc : ∀ x, deriv (fun y => φ y * Real.cos (k * y)) x
      = deriv φ x * Real.cos (k * x) - k * φ x * Real.sin (k * x) := fun x => by
    refine ((hd x).hasDerivAt.fun_mul ((hasDerivAt_id' x).const_mul k).cos).deriv.trans ?_
    ring
  have ds : ∀ x, deriv (fun y => φ y * Real.sin (k * y)) x
      = deriv φ x * Real.sin (k * x) + k * φ x * Real.cos (k * x) := fun x => by
    refine ((hd x).hasDerivAt.fun_mul ((hasDerivAt_id' x).const_mul k).sin).deriv.trans ?_
    ring
  have hi : IntervalIntegrable (fun x => m x * φ x ^ 2) volume 0 1 :=
    ContinuousOn.intervalIntegrable_of_Icc zero_le_one
      (hm.mul (hφ.continuous.continuousOn.pow 2))
  rw [← intervalIntegral.integral_const_mul]
  refine (intervalIntegral.integral_add (density_integrable hm hv (hφ.mul hk.cos))
    (density_integrable hm hv (hφ.mul hk.sin))).symm.trans (Eq.trans ?_
    (intervalIntegral.integral_add (density_integrable hm hv hφ) (hi.const_mul (k ^ 2 / 2))))
  refine intervalIntegral.integral_congr fun x _ => ?_
  -- the cross terms cancel between the two waves
  simp only [density, dc, ds]
  linear_combination (m x * (deriv φ x ^ 2 + k ^ 2 * φ x ^ 2) / 2 + v x * φ x ^ 2) *
    Real.sin_sq_add_cos_sq (k * x)
```

`ContDiffBump` supplies the envelope, `integral_pos` gives $-A>0$, and the final case split selects the cosine or the sine.

```lean
/-- If the continuous inverse mass is negative at an interior point, then in any continuous
potential some orbital has negative energy. -/
theorem exists_negative_energy (hm : ContinuousOn m (Icc 0 1)) (hv : ContinuousOn v (Icc 0 1))
    {x₀ : ℝ} (hx : x₀ ∈ Ioo (0 : ℝ) 1) (hneg : m x₀ < 0) :
    ∃ f, IsOrbital f ∧ energy m v f < 0 := by
  have hc := hm.continuousAt (Icc_mem_nhds hx.1 hx.2)
  obtain ⟨r, hr, hb⟩ := Metric.eventually_nhds_iff.1
    ((hc.eventually_lt continuousAt_const hneg).and (isOpen_Ioo.mem_nhds hx))
  -- an envelope supported where the inverse mass is negative
  let φ : ContDiffBump x₀ := ⟨r / 2, r, by linarith, by linarith⟩
  have hφ : ContDiff ℝ 1 φ := by exact_mod_cast φ.contDiff (n := 1)
  have hout : ∀ x, ¬ dist x x₀ < r → φ x = 0 := fun x h => φ.zero_of_le_dist (not_lt.1 h)
  have h0 : φ 0 = 0 := hout 0 fun h => lt_irrefl _ (hb h).2.1
  have h1 : φ 1 = 0 := hout 1 fun h => lt_irrefl _ (hb h).2.2
  have hone : φ x₀ = 1 :=
    φ.one_of_mem_closedBall (Metric.mem_closedBall_self φ.rIn_pos.le)
  have hA : 0 < ∫ x in (0 : ℝ)..1, -(m x * φ x ^ 2) := by
    refine intervalIntegral.integral_pos zero_lt_one
      (hm.mul (hφ.continuous.continuousOn.pow 2)).neg (fun x _ => ?_)
      ⟨x₀, Ioo_subset_Icc_self hx, by simp [hone, hneg]⟩
    by_cases h : dist x x₀ < r
    · nlinarith [(hb h).1, sq_nonneg (φ x)]
    · simp [hout x h]
  rw [intervalIntegral.integral_neg] at hA
  set A := ∫ x in (0 : ℝ)..1, m x * φ x ^ 2 with hAdef
  -- a wave number large enough to beat the energy of the envelope
  let k := Real.sqrt (2 * (|energy m v φ| + 1) / -A)
  have hk : k ^ 2 / 2 * A = -(|energy m v φ| + 1) := by
    have hs : k ^ 2 = 2 * (|energy m v φ| + 1) / -A := Real.sq_sqrt (by positivity)
    have hA0 : -A ≠ 0 := hA.ne'
    have := (eq_div_iff hA0).1 hs
    linarith
  have hw := wave_energy hm hv hφ k
  rw [← hAdef, hk] at hw
  have hkx : ContDiff ℝ 1 (fun x : ℝ => k * x) := contDiff_const.mul contDiff_id
  by_cases h : energy m v (fun x => φ x * Real.cos (k * x)) < 0
  · exact ⟨_, ⟨hφ.mul hkx.cos, by simp [h0], by simp [h1]⟩, h⟩
  · exact ⟨_, ⟨hφ.mul hkx.sin, by simp [h0], by simp [h1]⟩,
      by linarith [le_abs_self (energy m v φ)]⟩
```

Next comes the rescaling by $1/\sqrt N$. The block `hz` excludes a function that vanishes on the box.

```lean
/-- For continuous `m` and `v`, an orbital with negative energy in the potential `v + M` can be
rescaled to unit norm, and its energy in the potential `v` is then below `-M`. -/
theorem normalise (hm : ContinuousOn m (Icc 0 1)) (hv : ContinuousOn v (Icc 0 1))
    (hf : IsOrbital f) {M : ℝ} (h : energy m (fun x => v x + M) f < 0) :
    ∃ c : ℝ, IsOrbital (c • f) ∧ normSq (c • f) = 1 ∧ energy m v (c • f) < -M := by
  have hd := (contDiff_one_iff_deriv.1 hf.smooth).1
  have hcont : ContinuousOn (fun x => f x ^ 2) (Icc 0 1) :=
    (hf.smooth.continuous.pow 2).continuousOn
  -- negative energy excludes the zero function
  have hz : ∃ c ∈ Icc (0 : ℝ) 1, f c ≠ 0 := by
    by_contra! H
    have e : energy m (fun x => v x + M) f = ∫ _x in (0 : ℝ)..1, (0 : ℝ) :=
      intervalIntegral.integral_congr fun x hx => by
        rw [uIcc_of_le zero_le_one] at hx
        have d : deriv f x = 0 := (uniqueDiffOn_Icc zero_lt_one x hx).eq_deriv _
          (hd x).hasDerivAt.hasDerivWithinAt
          ((hasDerivWithinAt_const x _ (0 : ℝ)).congr H (H x hx))
        simp [density, d, H x hx]
    simp [e] at h
  obtain ⟨y, hy, hy0⟩ := hz
  have hN : 0 < normSq f := intervalIntegral.integral_pos zero_lt_one hcont
    (fun x _ => sq_nonneg _) ⟨y, hy, by positivity⟩
  have hs : energy m (fun x => v x + M) f = energy m v f + M * normSq f := by
    unfold normSq
    rw [← intervalIntegral.integral_const_mul]
    refine Eq.trans ?_ (intervalIntegral.integral_add (density_integrable hm hv hf.smooth)
      ((hcont.intervalIntegrable_of_Icc zero_le_one).const_mul M))
    exact intervalIntegral.integral_congr fun x _ => by simp only [density]; ring
  let c := (Real.sqrt (normSq f))⁻¹
  have hc : c ^ 2 * normSq f = 1 := by
    simp only [c, inv_pow, Real.sq_sqrt hN.le]
    exact inv_mul_cancel₀ hN.ne'
  have hc2 : 0 < c ^ 2 := pow_pos (inv_pos.2 (Real.sqrt_pos.2 hN)) 2
  have dc : ∀ x, deriv (c • f) x = c * deriv f x :=
    fun x => ((hd x).hasDerivAt.const_smul c).deriv
  have hE : energy m v (c • f) = c ^ 2 * energy m v f := by
    unfold energy
    rw [← intervalIntegral.integral_const_mul]
    exact intervalIntegral.integral_congr fun x _ => by
      simp only [density, dc, Pi.smul_apply, smul_eq_mul]; ring
  refine ⟨c, ⟨hf.smooth.const_smul c, by simp [hf.left], by simp [hf.right]⟩, ?_, ?_⟩
  · rw [← hc]
    simp only [normSq, ← intervalIntegral.integral_const_mul, Pi.smul_apply, smul_eq_mul, mul_pow]
  · rw [hs] at h
    have := mul_neg_of_pos_of_neg hc2 h
    rw [hE]
    linear_combination this - M * hc
```

The main theorem combines the last two results, with the potential shifted by $M$.

```lean
/-- If the continuous inverse mass is negative at an interior point and the potential is
continuous, normalised orbitals reach energies below every bound `-M`. -/
theorem energy_unbounded_below (hm : ContinuousOn m (Icc 0 1)) (hv : ContinuousOn v (Icc 0 1))
    {x₀ : ℝ} (hx : x₀ ∈ Ioo (0 : ℝ) 1) (hneg : m x₀ < 0) (M : ℝ) :
    ∃ f, IsOrbital f ∧ normSq f = 1 ∧ energy m v f < -M := by
  obtain ⟨f, hf, h⟩ := exists_negative_energy hm (hv.add continuousOn_const) hx hneg
  obtain ⟨c, hc⟩ := normalise (M := M) hm hv hf h
  exact ⟨_, hc⟩
```

The equivalence adds the converse, by comparing integrands.

```lean
/-- For continuous `m` and `v`, the energies of normalised orbitals are bounded below if and only
if the inverse mass is nonnegative throughout the interior of the box. -/
theorem bounded_below_iff (hm : ContinuousOn m (Icc 0 1)) (hv : ContinuousOn v (Icc 0 1)) :
    (∃ C, ∀ f, IsOrbital f → normSq f = 1 → C ≤ energy m v f) ↔
      ∀ x ∈ Ioo (0 : ℝ) 1, 0 ≤ m x := by
  constructor
  · rintro ⟨C, hC⟩ x hx
    by_contra! h
    obtain ⟨f, hf, hn, he⟩ := energy_unbounded_below hm hv hx h (-C)
    linarith [hC f hf hn]
  · intro h
    obtain ⟨K, hK⟩ := isCompact_Icc.exists_bound_of_continuousOn hv
    refine ⟨-K, fun f hf hn => ?_⟩
    have hi : IntervalIntegrable (fun x => -K * f x ^ 2) volume 0 1 :=
      (continuous_const.mul (hf.smooth.continuous.pow 2)).intervalIntegrable _ _
    have e : ∫ x in (0 : ℝ)..1, -K * f x ^ 2 = -K := by
      rw [intervalIntegral.integral_const_mul]
      change -K * normSq f = -K
      rw [hn, mul_one]
    rw [← e]
    refine intervalIntegral.integral_mono_on_of_le_Ioo zero_le_one hi
      (density_integrable hm hv hf.smooth) fun x hx => ?_
    have h1 := (abs_le.1 (hK x (Ioo_subset_Icc_self hx))).1
    have h2 := mul_nonneg (h x hx) (sq_nonneg (deriv f x))
    have h3 := mul_le_mul_of_nonneg_right h1 (sq_nonneg (f x))
    simp only [density]
    linarith
```

## Collapse under basis refinement

`IsRefining` requires nested real subspaces of orbitals and uniform approximation of derivatives. The latter expresses completeness in slope as well as in value.

```lean
/-- A growing sequence of basis spaces of orbitals whose derivatives approximate the derivative
of every orbital uniformly on the box. -/
structure IsRefining (B : ℕ → Submodule ℝ (ℝ → ℝ)) : Prop where
  mono : Monotone B
  orbital : ∀ n, ∀ g ∈ B n, IsOrbital g
  dense : ∀ f, IsOrbital f → ∀ ε > 0, ∃ n, ∃ g ∈ B n,
    ∀ x ∈ Icc (0 : ℝ) 1, |deriv g x - deriv f x| ≤ ε
```

The mean value inequality turns closeness of slopes into closeness of values.

```lean
/-- If the derivatives of two C1 functions differ by at most `ε` on the box, their difference
changes by at most `ε` between the left wall and any point of the box. -/
theorem difference_bound {g : ℝ → ℝ} (hf : ContDiff ℝ 1 f) (hg : ContDiff ℝ 1 g) {ε : ℝ}
    (h : ∀ x ∈ Icc (0 : ℝ) 1, |deriv g x - deriv f x| ≤ ε) {x : ℝ} (hx : x ∈ Icc (0 : ℝ) 1) :
    |(g x - f x) - (g 0 - f 0)| ≤ ε := by
  have hd : ∀ y, HasDerivAt (fun y => g y - f y) (deriv g y - deriv f y) y := fun y =>
    ((contDiff_one_iff_deriv.1 hg).1 y).hasDerivAt.fun_sub
      ((contDiff_one_iff_deriv.1 hf).1 y).hasDerivAt
  have key := Convex.norm_image_sub_le_of_norm_deriv_le (f := fun y => g y - f y) (C := ε)
    (fun y _ => (hd y).differentiableAt) (fun y hy => by rw [(hd y).deriv]; exact h y hy)
    (convex_Icc (0 : ℝ) 1) ⟨le_rfl, zero_le_one⟩ hx
  rw [Real.norm_eq_abs, Real.norm_eq_abs, sub_zero, abs_of_nonneg hx.1] at key
  exact key.trans (mul_le_of_le_one_right ((abs_nonneg _).trans (h x hx)) hx.2)
```

In the next proof, `close` is the estimate for $b^2-a^2$, and `hgE` transfers negativity to $g$. The conclusion gives a normalised function with energy below $-M$ in every sufficiently late space of the sequence; if that space is finite-dimensional, its lowest variational energy is therefore also below $-M$.

```lean
/-- If the continuous inverse mass is negative at an interior point and the potential is continuous,
then for each bound `-M` all sufficiently late spaces of a refining basis contain a normalised
orbital with energy below `-M`. -/
theorem refinement_collapse (hm : ContinuousOn m (Icc 0 1)) (hv : ContinuousOn v (Icc 0 1))
    {x₀ : ℝ} (hx : x₀ ∈ Ioo (0 : ℝ) 1) (hneg : m x₀ < 0)
    {B : ℕ → Submodule ℝ (ℝ → ℝ)} (hB : IsRefining B) (M : ℝ) :
    ∃ N, ∀ n ≥ N, ∃ g ∈ B n, normSq g = 1 ∧ energy m v g < -M := by
  have hw : ContinuousOn (fun x => v x + M) (Icc 0 1) := hv.add continuousOn_const
  obtain ⟨f, hf, hE⟩ := exists_negative_energy hm hw hx hneg
  have hd := (contDiff_one_iff_deriv.1 hf.smooth).2
  -- one common bound for all functions involved
  obtain ⟨K, hK⟩ := isCompact_Icc.exists_bound_of_continuousOn
    (((hm.abs.add hw.abs).add hf.smooth.continuous.continuousOn.abs).add hd.continuousOn.abs)
  have hK' : ∀ x ∈ Icc (0 : ℝ) 1, |m x| + |v x + M| + |f x| + |deriv f x| ≤ K :=
    fun x hx => (le_abs_self _).trans (hK x hx)
  have hK0 : 0 ≤ K := (norm_nonneg _).trans (hK 0 ⟨le_rfl, zero_le_one⟩)
  have hD : 0 < 2 * (K * (2 * K + 1)) + 1 := by positivity
  let ε := min 1 (-energy m (fun x => v x + M) f / (2 * (K * (2 * K + 1)) + 1))
  have hε : 0 < ε := lt_min one_pos (div_pos (neg_pos.2 hE) hD)
  have hε1 : ε ≤ 1 := min_le_left _ _
  have hεE := (le_div_iff₀ hD).1 (min_le_right 1
    (-energy m (fun x => v x + M) f / (2 * (K * (2 * K + 1)) + 1)))
  change ε * _ ≤ _ at hεE
  obtain ⟨N, g, hgB, hg⟩ := hB.dense f hf ε hε
  have hgo := hB.orbital N g hgB
  have close : ∀ w a b : ℝ, |w| ≤ K → |a| ≤ K → |b - a| ≤ ε →
      w * b ^ 2 ≤ w * a ^ 2 + K * (ε * (2 * K + 1)) := fun w a b h1 h2 h3 => by
    have h4 : |b + a| ≤ 2 * K + 1 := by
      rw [abs_le] at *
      constructor <;> linarith [h2.1, h2.2, h3.1, h3.2]
    have h5 : |w * ((b - a) * (b + a))| ≤ K * (ε * (2 * K + 1)) := by
      rw [abs_mul, abs_mul]
      gcongr
    linarith [le_abs_self (w * ((b - a) * (b + a)))]
  have hT : 0 ≤ K * (ε * (2 * K + 1)) := by positivity
  -- the approximating element of the basis space still has negative energy
  have hgE : energy m (fun x => v x + M) g < 0 := by
    have hi := density_integrable hm hw hf.smooth
    have hle : energy m (fun x => v x + M) g ≤ ∫ x in (0 : ℝ)..1,
        (density m (fun x => v x + M) f x + 2 * (K * (ε * (2 * K + 1)))) := by
      refine intervalIntegral.integral_mono_on zero_le_one
        (density_integrable hm hw hgo.smooth) (hi.add intervalIntegrable_const) fun x hx => ?_
      have hb := hK' x hx
      have p1 := abs_nonneg (m x)
      have p2 := abs_nonneg (v x + M)
      have p3 := abs_nonneg (f x)
      have p4 := abs_nonneg (deriv f x)
      have hgf := difference_bound hf.smooth hgo.smooth hg hx
      rw [hf.left, hgo.left, sub_zero, sub_zero] at hgf
      have c1 := close (m x) (deriv f x) (deriv g x) (by linarith) (by linarith) (hg x hx)
      have c2 := close (v x + M) (f x) (g x) (by linarith) (by linarith) hgf
      simp only [density]
      linarith
    rw [intervalIntegral.integral_add hi intervalIntegrable_const,
      intervalIntegral.integral_const, sub_zero, one_smul] at hle
    change _ ≤ energy m (fun x => v x + M) f + _ at hle
    linarith
  obtain ⟨c, -, hc⟩ := normalise hm hv hgo hgE
  exact ⟨N, fun n hn => ⟨c • g, hB.mono hn ((B N).smul_mem c hgB), hc⟩⟩
```

For polynomials the approximation property is proved: `anti` integrates, and `Q` restores the walls.

```lean
/-- Polynomials of degree at most `n` that vanish at both walls. -/
def polyBasis (n : ℕ) : Submodule ℝ (ℝ → ℝ) where
  carrier := {g | ∃ p : Polynomial ℝ, p.natDegree ≤ n ∧ p.eval 0 = 0 ∧ p.eval 1 = 0 ∧
    g = fun x => p.eval x}
  add_mem' := by
    rintro _ _ ⟨p, hp, p0, p1, rfl⟩ ⟨q, hq, q0, q1, rfl⟩
    exact ⟨p + q, Polynomial.natDegree_add_le_of_degree_le hp hq, by simp [p0, q0],
      by simp [p1, q1], by ext x; simp⟩
  zero_mem' := ⟨0, by simp, by simp, by simp, by ext x; simp⟩
  smul_mem' := by
    rintro c _ ⟨p, hp, p0, p1, rfl⟩
    exact ⟨Polynomial.C c * p, (Polynomial.natDegree_C_mul_le c p).trans hp, by simp [p0],
      by simp [p1], by ext x; simp⟩

/-- The polynomials vanishing at both walls, ordered by degree, form a refining basis. -/
theorem polyBasis_witness : IsRefining polyBasis := by
  have hs : ∀ p : Polynomial ℝ, ContDiff ℝ 1 (fun x => p.eval x) := fun p => by
    have e : deriv (fun x => p.eval x) = fun x => p.derivative.eval x := funext fun x => p.deriv
    exact contDiff_one_iff_deriv.2 ⟨p.differentiable, by rw [e]; exact p.derivative.continuous⟩
  have anti : ∀ p : Polynomial ℝ, ∃ q : Polynomial ℝ, q.derivative = p := fun p => by
    induction p using Polynomial.induction_on' with
    | add p q hp hq =>
      obtain ⟨a, rfl⟩ := hp
      obtain ⟨b, rfl⟩ := hq
      exact ⟨a + b, Polynomial.derivative_add⟩
    | monomial n a =>
      refine ⟨Polynomial.monomial (n + 1) (a / ((n : ℝ) + 1)), ?_⟩
      have hn : (n : ℝ) + 1 ≠ 0 := by positivity
      rw [Polynomial.derivative_monomial, Nat.add_sub_cancel, Nat.cast_add, Nat.cast_one,
        div_mul_cancel₀ a hn]
  refine ⟨fun a b hab g hg => ?_, fun n g hg => ?_, fun f hf ε hε => ?_⟩
  · obtain ⟨p, hp, h⟩ := hg
    exact ⟨p, hp.trans hab, h⟩
  · obtain ⟨p, -, p0, p1, rfl⟩ := hg
    exact ⟨hs p, p0, p1⟩
  · -- approximate the derivative, integrate, and restore the wall conditions
    obtain ⟨p, hp⟩ := exists_polynomial_near_of_continuousOn 0 1 (deriv f)
      (contDiff_one_iff_deriv.1 hf.smooth).2.continuousOn (ε / 2) (half_pos hε)
    obtain ⟨q, rfl⟩ := anti p
    have hq := difference_bound hf.smooth (hs q) (ε := ε / 2)
      (fun x hx => by rw [q.deriv]; exact (hp x hx).le) (x := 1) ⟨zero_le_one, le_rfl⟩
    rw [hf.left, hf.right, sub_zero, sub_zero] at hq
    let Q := q - Polynomial.C (q.eval 0) - Polynomial.C (q.eval 1 - q.eval 0) * Polynomial.X
    refine ⟨Q.natDegree, fun x => Q.eval x, ⟨Q, le_rfl, by simp [Q], by simp [Q], rfl⟩,
      fun x hx => ?_⟩
    have e : Q.derivative.eval x = q.derivative.eval x - (q.eval 1 - q.eval 0) := by
      simp [Q]
    rw [Q.deriv, e]
    have h1 := abs_le.1 (hp x hx).le
    have h2 := abs_le.1 hq
    exact abs_le.2 ⟨by linarith [h1.1, h2.2], by linarith [h1.2, h2.1]⟩

end

end NegativeInverseMass
```

```lean
#print axioms NegativeInverseMass.energy_unbounded_below
-- 'NegativeInverseMass.energy_unbounded_below' depends on axioms: [propext, Classical.choice, Quot.sound]
#print axioms NegativeInverseMass.bounded_below_iff
-- 'NegativeInverseMass.bounded_below_iff' depends on axioms: [propext, Classical.choice, Quot.sound]
#print axioms NegativeInverseMass.refinement_collapse
-- 'NegativeInverseMass.refinement_collapse' depends on axioms: [propext, Classical.choice, Quot.sound]
```

For a meta-GGA operator frozen in this one-dimensional form, a lowest orbital energy that falls without bound as the basis grows can therefore come from the operator itself. A real calculation differs in several ways: it has three dimensions, usually many orbitals and singular nuclear potentials, and it is self-consistent, so that $m$ and $v$ change with the orbitals. None of this is treated here.
